# In a Rashba wire with a Zeeman term perpendicular to the spin–orbit axis, k = 0 is the only global minimum of the lower band exactly when mα² ≤ |B|

## Does opening the gap at k = 0 also move the band minimum there?

Take a wire with Rashba coupling, effective mass m = 1 and coupling strength α = 1, in units with ħ = 1 and without a magnetic field. The two spin branches are shifted parabolas that cross at k = 0, and the lower energy is k²/2 − |k|, with minima at k = ±1. Now I add a Zeeman term Bσ_x, perpendicular to the spin–orbit axis σ_y. It opens a gap 2B at the crossing and pushes the lower branch there down to −B.

Does the lowest state go to k = 0 as soon as the gap opens, or only above some threshold? The curvature of the lower band at k = 0 is 1 − 1/B, which vanishes at B = 1. I can't tell from the curvature alone whether k = 0 is still a minimum at that point, or whether a lower one survives elsewhere.

## The outer minima survive until |B| reaches mα²

There is a threshold. In your example the two minima sit at k = ±√(1 − B²) for 0 ≤ B < 1, and they move inwards as B grows. At B = 1 they have merged at k = 0, which is then the only global minimum, even though the curvature vanishes there. It remains the only one for all larger B.

For general m > 0 and real α and B the Hamiltonian is

H(k) = k²/(2m) + αkσ_y + Bσ_x.

Here B is an energy, half the Zeeman splitting, and not the magnetic field itself. For non-interacting electrons in one parabolic subband, the result says whether the lowest states lie at k = 0 or at a pair of opposite wavevectors. A numerical search for the band edge in this model must therefore include nonzero k when |B| < mα².

### Completing the square in the spin energy

The diagonal entries of H(k) are both k²/(2m), and the off-diagonal entries are B − iαk and B + iαk. Hence

det(H(k) − E) = (E − k²/(2m))² − (B − iαk)(B + iαk) = (E − k²/(2m))² − (α²k² + B²).

The levels are the zeros of this determinant, so with s = √(α²k² + B²) they are k²/(2m) ± s. The lower band is

E(k) = k²/(2m) − s.

Suppose first that α ≠ 0. Then k² = (s² − B²)/α², and

E = (s² − B²)/(2mα²) − s = (s − mα²)²/(2mα²) − mα²/2 − B²/(2mα²).

Only the square depends on k. It vanishes when s = mα², that is, when α²k² + B² = m²α⁴, or

k² = m²α² − B²/α².

If |B| < mα², then B² < m²α⁴ and the right-hand side is positive. Two real wavevectors satisfy the equation. The square is zero there and positive everywhere else, so these two are exactly the global minimisers.

If mα² ≤ |B|, compare k = 0 directly with any q ≠ 0. This comparison also works for α = 0. Put x = q²/(2m) > 0, so that α²q² = 2mα²x. Then

(|B| + x)² − (α²q² + B²) = 2(|B| − mα²)x + x² > 0.

Since |B| + x is positive, taking roots gives √(α²q² + B²) < |B| + x, and therefore

E(q) = x − √(α²q² + B²) > −|B| = E(0).

This settles the marginal case: when |B| = mα² the first term is zero, but x² keeps the inequality strict.

The square also gives the depth of the outer minima. At k = 0 we have s = |B|, and at the outer minima s = mα², so the energy difference is

E(0) − E(k) = (mα² − |B|)²/(2mα²).

For m = α = 1 and B = 0 this is 1/2.

### The Lean file

```lean
import Mathlib

open Matrix

namespace RashbaWire

noncomputable section

/-- The Pauli matrix `σ_x`. -/
def sigmaX : Matrix (Fin 2) (Fin 2) ℂ := !![0, 1; 1, 0]

/-- The Pauli matrix `σ_y`. -/
def sigmaY : Matrix (Fin 2) (Fin 2) ℂ := !![0, -Complex.I; Complex.I, 0]

/-- The wire Hamiltonian `k²/(2m) + α k σ_y + B σ_x` at wavevector `k`, for mass `m ≠ 0`
and in units with `ħ = 1`. -/
def hamiltonian (m α B k : ℝ) : Matrix (Fin 2) (Fin 2) ℂ :=
  ((k ^ 2 / (2 * m) : ℝ) : ℂ) • (1 : Matrix (Fin 2) (Fin 2) ℂ)
    + ((α * k : ℝ) : ℂ) • sigmaY + (B : ℂ) • sigmaX

/-- `E` is an energy level at wavevector `k`: the Hamiltonian has a nonzero spinor
with eigenvalue `E`. -/
def IsLevel (m α B k E : ℝ) : Prop :=
  ∃ v : Fin 2 → ℂ, v ≠ 0 ∧ hamiltonian m α B k *ᵥ v = (E : ℂ) • v

/-- The lower band `k²/(2m) - √(α²k² + B²)`, for mass `m ≠ 0`. -/
def lowerBand (m α B k : ℝ) : ℝ :=
  k ^ 2 / (2 * m) - Real.sqrt (α ^ 2 * k ^ 2 + B ^ 2)

/-- The wavevector `k` is a global minimiser of the lower band. -/
def IsBandMinimum (m α B k : ℝ) : Prop :=
  ∀ q, lowerBand m α B k ≤ lowerBand m α B q

/-- Secular equation: `E` is a level at `k` exactly when
`(E - k²/(2m))² = α²k² + B²`. -/
theorem isLevel_iff (m α B k E : ℝ) :
    IsLevel m α B k E ↔ (E - k ^ 2 / (2 * m)) ^ 2 = α ^ 2 * k ^ 2 + B ^ 2 := by
  have hdet : (hamiltonian m α B k - (E : ℂ) • (1 : Matrix (Fin 2) (Fin 2) ℂ)).det
      = (((E - k ^ 2 / (2 * m)) ^ 2 - (α ^ 2 * k ^ 2 + B ^ 2) : ℝ) : ℂ) := by
    rw [Matrix.det_fin_two]
    simp [hamiltonian, sigmaX, sigmaY]
    linear_combination ((α : ℂ) ^ 2 * (k : ℂ) ^ 2) * Complex.I_sq
  -- an eigenvector is a nonzero kernel vector of `H - E`
  have key : IsLevel m α B k E ↔ ∃ v : Fin 2 → ℂ, v ≠ 0 ∧
      (hamiltonian m α B k - (E : ℂ) • (1 : Matrix (Fin 2) (Fin 2) ℂ)) *ᵥ v = 0 := by
    unfold IsLevel
    simp only [Matrix.sub_mulVec, Matrix.smul_mulVec, Matrix.one_mulVec, sub_eq_zero]
  rw [key, Matrix.exists_mulVec_eq_zero_iff, hdet, Complex.ofReal_eq_zero, sub_eq_zero]

/-- The lower band is the lowest energy level of the Hamiltonian at each wavevector. -/
theorem lowerBand_isLeast (m α B k : ℝ) :
    IsLeast {E | IsLevel m α B k E} (lowerBand m α B k) := by
  constructor
  · have hs := Real.sq_sqrt (show 0 ≤ α ^ 2 * k ^ 2 + B ^ 2 by positivity)
    refine (isLevel_iff m α B k _).mpr ?_
    unfold lowerBand
    linear_combination hs
  · intro E hE
    have h := Real.abs_le_sqrt ((isLevel_iff m α B k E).mp hE).le
    have h' := (abs_le.mp h).1
    unfold lowerBand
    linarith

/-- Completing the square: for `m > 0` and `α ≠ 0` the lower band is a square in
`√(α²k² + B²) - mα²`, divided by `2mα²`, plus a constant. -/
theorem lowerBand_eq_square {m α : ℝ} (hm : 0 < m) (hα : α ≠ 0) (B k : ℝ) :
    lowerBand m α B k =
      (Real.sqrt (α ^ 2 * k ^ 2 + B ^ 2) - m * α ^ 2) ^ 2 / (2 * m * α ^ 2)
        - (m * α ^ 2 / 2 + B ^ 2 / (2 * m * α ^ 2)) := by
  have hs := Real.sq_sqrt (show 0 ≤ α ^ 2 * k ^ 2 + B ^ 2 by positivity)
  unfold lowerBand
  generalize Real.sqrt (α ^ 2 * k ^ 2 + B ^ 2) = s at hs ⊢
  have hk : k ^ 2 = (s ^ 2 - B ^ 2) / α ^ 2 := by
    rw [eq_div_iff (pow_ne_zero 2 hα)]
    linear_combination -hs
  rw [hk]
  field_simp
  ring

/-- For `m > 0` and `α ≠ 0`, half the spin splitting, `√(α²k² + B²)`, equals `mα²` exactly when
`k² = m²α² - B²/α²`. -/
theorem splitting_eq_iff {m α : ℝ} (hm : 0 < m) (hα : α ≠ 0) (B k : ℝ) :
    Real.sqrt (α ^ 2 * k ^ 2 + B ^ 2) = m * α ^ 2 ↔
      k ^ 2 = m ^ 2 * α ^ 2 - B ^ 2 / α ^ 2 := by
  have hB : B ^ 2 / α ^ 2 * α ^ 2 = B ^ 2 := div_mul_cancel₀ _ (pow_ne_zero 2 hα)
  constructor
  · intro h
    have hs := Real.sq_sqrt (show 0 ≤ α ^ 2 * k ^ 2 + B ^ 2 by positivity)
    rw [h] at hs
    apply mul_right_cancel₀ (pow_ne_zero 2 hα)
    linear_combination hB - hs
  · intro h
    have h' : α ^ 2 * k ^ 2 + B ^ 2 = (m * α ^ 2) ^ 2 := by
      linear_combination α ^ 2 * h - hB
    rw [h', Real.sqrt_sq (by positivity)]

/-- For `m > 0` and `mα² ≤ |B|`, every nonzero wavevector has a lower-band energy
strictly above that at `k = 0`. -/
theorem single_well {m α B q : ℝ} (hm : 0 < m) (h : m * α ^ 2 ≤ |B|) (hq : q ≠ 0) :
    lowerBand m α B 0 < lowerBand m α B q := by
  have h0 : lowerBand m α B 0 = -|B| := by
    simp [lowerBand, Real.sqrt_sq_eq_abs]
  have hlt : Real.sqrt (α ^ 2 * q ^ 2 + B ^ 2) < |B| + q ^ 2 / (2 * m) := by
    rw [Real.sqrt_lt' (by positivity)]
    have hxpos : 0 < q ^ 2 / (2 * m) := by positivity
    have hq2 : q ^ 2 = 2 * m * (q ^ 2 / (2 * m)) := by field_simp
    generalize q ^ 2 / (2 * m) = x at hxpos hq2 ⊢
    rw [hq2]
    nlinarith [mul_nonneg (sub_nonneg.mpr h) hxpos.le, sq_abs B, pow_pos hxpos 2]
  rw [h0]
  unfold lowerBand
  linarith

/-- For `m > 0` and `|B| < mα²`, the number `m²α² - B²/α²` is positive, and the global
minimisers of the lower band are exactly the `k` whose square equals it. -/
theorem double_well {m α B : ℝ} (hm : 0 < m) (h : |B| < m * α ^ 2) :
    0 < m ^ 2 * α ^ 2 - B ^ 2 / α ^ 2 ∧
      ∀ k, IsBandMinimum m α B k ↔ k ^ 2 = m ^ 2 * α ^ 2 - B ^ 2 / α ^ 2 := by
  have hα : α ≠ 0 := by
    intro h0
    rw [h0] at h
    linarith [abs_nonneg B]
  have hpos : 0 < m ^ 2 * α ^ 2 - B ^ 2 / α ^ 2 := by
    have hB := pow_lt_pow_left₀ h (abs_nonneg B) two_ne_zero
    rw [sq_abs] at hB
    rw [sub_pos, div_lt_iff₀ (by positivity)]
    linarith
  refine ⟨hpos, fun k => ?_⟩
  rw [← splitting_eq_iff hm hα]
  constructor
  · intro hmin
    -- compare with a wavevector at which the square vanishes
    have h1 := (splitting_eq_iff hm hα B _).mpr (Real.sq_sqrt hpos.le)
    have h2 := hmin (Real.sqrt (m ^ 2 * α ^ 2 - B ^ 2 / α ^ 2))
    rw [lowerBand_eq_square hm hα B k, lowerBand_eq_square hm hα, h1] at h2
    have h3 : (m * α ^ 2 - m * α ^ 2) ^ 2 / (2 * m * α ^ 2) = 0 := by simp
    by_contra hne
    have h4 := sub_ne_zero.mpr hne
    have h5 : 0 < (Real.sqrt (α ^ 2 * k ^ 2 + B ^ 2) - m * α ^ 2) ^ 2
        / (2 * m * α ^ 2) := div_pos (pow_pos (abs_pos.mpr h4) 2 |>.trans_eq (sq_abs _))
          (by positivity)
    linarith
  · intro hk q
    rw [lowerBand_eq_square hm hα B k, lowerBand_eq_square hm hα B q, hk]
    have h3 : (m * α ^ 2 - m * α ^ 2) ^ 2 / (2 * m * α ^ 2) = 0 := by simp
    have h5 : 0 ≤ (Real.sqrt (α ^ 2 * q ^ 2 + B ^ 2) - m * α ^ 2) ^ 2
        / (2 * m * α ^ 2) := by positivity
    linarith

/-- For `m > 0`, the lower band has `k = 0` as its unique global minimiser if and only if
`mα² ≤ |B|`; otherwise its global minimisers are exactly the solutions of
`k² = m²α² - B²/α²`. -/
theorem band_minima {m : ℝ} (hm : 0 < m) (α B : ℝ) :
    ((∀ k, IsBandMinimum m α B k ↔ k = 0) ↔ m * α ^ 2 ≤ |B|) ∧
      (¬ m * α ^ 2 ≤ |B| →
        ∀ k, IsBandMinimum m α B k ↔ k ^ 2 = m ^ 2 * α ^ 2 - B ^ 2 / α ^ 2) := by
  refine ⟨⟨fun h => ?_, fun h k => ⟨fun hk => ?_, fun hk q => ?_⟩⟩,
    fun h => (double_well hm (not_le.mp h)).2⟩
  · by_contra hc
    obtain ⟨hpos, hmin⟩ := double_well hm (not_le.mp hc)
    have h0 := (hmin 0).mp ((h 0).mpr rfl)
    linarith
  · by_contra hne
    exact not_lt_of_ge (hk 0) (single_well hm h hne)
  · rw [hk]
    by_cases hq : q = 0
    · rw [hq]
    · exact (single_well hm h hq).le

/-- For `m > 0` and `α ≠ 0`, at a wavevector with `k² = m²α² - B²/α²` the lower band lies
below its value at zero wavevector by `(mα² - |B|)²/(2mα²)`. -/
theorem well_depth {m α B k : ℝ} (hm : 0 < m) (hα : α ≠ 0)
    (hk : k ^ 2 = m ^ 2 * α ^ 2 - B ^ 2 / α ^ 2) :
    lowerBand m α B 0 - lowerBand m α B k
      = (m * α ^ 2 - |B|) ^ 2 / (2 * m * α ^ 2) := by
  have h0 : Real.sqrt (α ^ 2 * 0 ^ 2 + B ^ 2) = |B| := by
    rw [← Real.sqrt_sq_eq_abs]
    congr 1
    ring
  rw [lowerBand_eq_square hm hα B 0, lowerBand_eq_square hm hα B k, h0,
    (splitting_eq_iff hm hα B k).mpr hk]
  ring

end

end RashbaWire
```

```lean
#print axioms RashbaWire.lowerBand_isLeast
#print axioms RashbaWire.band_minima
#print axioms RashbaWire.well_depth
```

```
'RashbaWire.lowerBand_isLeast' depends on axioms: [propext, Classical.choice, Quot.sound]
'RashbaWire.band_minima' depends on axioms: [propext, Classical.choice, Quot.sound]
'RashbaWire.well_depth' depends on axioms: [propext, Classical.choice, Quot.sound]
```

### What the definitions and theorems say

`hamiltonian m α B k` is a complex 2×2 matrix built from explicit Pauli matrices, with real parameters and ħ = 1. With ħ restored and α in units of energy times length, the threshold reads mα²/ħ² ≤ |B|.

`IsLevel` says that a real number E is an eigenvalue with a nonzero spinor. The spinor need not be normalised, and normalising it would not change E. `lowerBand` is the explicit formula for E(k), and `lowerBand_isLeast` proves that it is the least level at each wavevector. The statements about minima therefore concern the Hamiltonian and not merely a chosen function.

`IsBandMinimum m α B k` means that the lower band at k is no higher than at any real q. This is a global minimum over an unbounded line of wavevectors, as in the effective-mass picture, with no Brillouin-zone boundary.

The main theorem, `band_minima`, has two parts for every m > 0 and all real α and B:

- The statement "k is a global minimiser if and only if k = 0" holds for all k exactly when mα² ≤ |B|.
- If that inequality fails, the global minimisers are exactly the k with k² = m²α² − B²/α². In this case α is automatically nonzero.

For positive B the absolute value disappears and the condition is mα² ≤ B. `double_well` adds that the number m²α² − B²/α² is positive when |B| < mα², so that there really are two minimisers. `well_depth` gives the energy difference above.

The condition m > 0 means that the parabola k²/(2m) opens upwards, as for electrons near the bottom of a conduction band. For m = −1 and α = B = 1 the inequality mα² ≤ |B| holds, but the lower band −k²/2 − √(k² + 1) is unbounded below and has no minimiser. Assuming only m ≠ 0 would thus not be enough.

The step from this model to a real wire is the assumption that its lowest subband is described by this Hamiltonian: a parabolic dispersion, a spin–orbit term linear in k, and a Zeeman term strictly perpendicular to the spin–orbit axis. A field component along σ_y, or a Dresselhaus term along σ_x, would change the secular equation.

A different model of "minimum" would ask for stationary points, dE/dk = 0. For B ≠ 0 that condition is k(1/m − α²/s) = 0, which k = 0 always satisfies, including when it is a local maximum between two wells. A second argument would then have to sort the stationary points. At B = 0 and α ≠ 0 the lower band has a kink at k = 0 and no derivative there. The global definition handles all these cases in the same way.

### From the determinant to the two regimes

`isLevel_iff` is the secular equation. Its step `hdet` computes the 2×2 determinant, where `linear_combination` supplies i² = −1. The step `key` rewrites the eigenvalue equation as (H − E)v = 0, and `Matrix.exists_mulVec_eq_zero_iff` says that such a nonzero v exists exactly when the determinant vanishes.

`lowerBand_isLeast` has two halves. The first inserts the formula into the secular equation. The second takes any level E and uses `Real.abs_le_sqrt` to get |E − k²/(2m)| ≤ s, whose lower side is E ≥ k²/(2m) − s.

`lowerBand_eq_square` completes the square. The tactic `generalize` replaces the root by a variable `s` while keeping the relation s² = α²k² + B². The proof then substitutes k² = (s² − B²)/α², and `field_simp` and `ring` finish the algebra. `splitting_eq_iff` translates s = mα² into the equation for k². Here s is half the distance between the two levels.

`single_well` is the direct comparison for mα² ≤ |B|. `Real.sqrt_lt'` squares the inequality, the variable `x` stands for q²/(2m), and `nlinarith` receives the facts used by hand: (|B| − mα²)x ≥ 0, x² > 0 and |B|² = B².

`double_well` first derives α ≠ 0 and the positivity of m²α² − B²/α². To show that a minimiser k must satisfy the equation, it compares k with the wavevector √(m²α² − B²/α²), where the square vanishes. If the square at k were nonzero, k would have the higher energy, which is a contradiction. Conversely, if the square vanishes at k, no other wavevector can lie lower, because squares are nonnegative.

`band_minima` joins the two regimes. If k = 0 were the unique minimiser while |B| < mα², then `double_well` would give 0 = m²α² − B²/α², against positivity. If mα² ≤ |B|, `single_well` rules out every nonzero minimiser and shows that k = 0 is one. Finally, `well_depth` evaluates the completed square at s = |B| and s = mα² and subtracts.
